# Two-point extrapolation of a coalescence density has error \(o(1/X)\) if its partial-wave increments satisfy \(l^2a_l\to c\)

I describe the partial-wave expansion of an electron–electron coalescence density \(D=\langle\delta(\mathbf r_{12})\rangle\) by nothing more than a real sequence of increments \(a_l\), and I assume only that \(l^2a_l\to c\). The density truncated at angular momentum \(X\) is \(D_X=\sum_{l\le X}a_l\), so it should approach \(D\) like \(D-c/X\), and the combination \((X+1)D_{X+1}-XD_X\) removes the \(c/X\) term.

What bothers me is the multiplication by \(X\). My assumption gives \(D_X=D-c/X+o(1/X)\), and after multiplication the two remainders are each only \(o(1)\). The increments might even behave like \(1/l^2+1/(l^2\ln l)\), in which case the remainder in \(D_X\) is not \(O(1/X^2)\). Does the extrapolant still have an error smaller than \(1/X\), or must I assume a regular next term?

## The two truncated densities differ by a single increment

You need no assumption on the next term: \(X\) times the error of the extrapolant tends to zero whenever \(l^2a_l\) converges. Your estimate treats the remainders at \(X\) and \(X+1\) as independent, but \(D_{X+1}-D_X=a_{X+1}\), and the hypothesis controls that increment directly.

Write \(t_X=\sum_{l>X}a_l\) for the tail. To see that it exists and how it decays, compare it with a series that can be summed in closed form. Since \(1/(l(l+1))=1/l-1/(l+1)\),

\[
\sum_{l=X+1}^{X+N}\frac1{l(l+1)}=\frac1{X+1}-\frac1{X+N+1}
\quad\Longrightarrow\quad
\sum_{l>X}\frac1{l(l+1)}=\frac1{X+1}.
\]

Dividing the convergent sequence \(l^2a_l\) by \(l\) gives \(la_l\to0\), and therefore \(l(l+1)a_l=l^2a_l+la_l\to c\). Beyond some \(l\) this implies \(|a_l|\le(|c|+1)/(l(l+1))\), so the increments are summable.

Now take \(\varepsilon>0\). For all sufficiently large \(X\) and every \(l>X\),

\[
\frac{c-\varepsilon/2}{l(l+1)}\le a_l\le\frac{c+\varepsilon/2}{l(l+1)}.
\]

Summing over \(l>X\) gives \(c-\varepsilon/2\le(X+1)t_X\le c+\varepsilon/2\). Hence \((X+1)t_X\to c\), and subtracting \(t_X\to0\) leaves \(Xt_X\to c\).

For the extrapolant, insert \(D_{X+1}=D-t_{X+1}\) and \(D_X=D-t_{X+1}-a_{X+1}\):

\[
(X+1)D_{X+1}-XD_X-D=Xa_{X+1}-t_{X+1}.
\]

Multiply by \(X\) and set \(Y=X+1\). The first term becomes \((Y-1)^2a_Y=Y^2a_Y-2Ya_Y+a_Y\to c\), and the second becomes \((Y-1)t_Y=Yt_Y-t_Y\to c\). Their difference tends to zero.

You can also start from an expansion of the truncated values. Let \(S_X=D-c/X+e_X\) for \(X\ge1\), with \(X^2e_X\to k\). The \(c/X\) terms cancel exactly, and

\[
X\bigl[(X+1)S_{X+1}-XS_X-D\bigr]=X(X+1)e_{X+1}-X^2e_X\to k-k=0.
\]

Boundedness of \(X^2e_X\) would not suffice here: with \(e_X=(-1)^X/X^2\) the right-hand side oscillates between values near \(2\) and \(-2\).

If the second-order term is explicit, \(S_X=D-c/X+k/X^2+f_X\) with \(X^3f_X\to m\), the error is

\[
-\frac{k}{X(X+1)}+(X+1)f_{X+1}-Xf_X.
\]

After multiplication by \(X^2\), the first term tends to \(-k\), while the other two tend to \(m\) and \(-m\). For \(k\ne0\) the error is therefore \(-k/X^2\) to leading order: the quadratic term survives with its sign reversed.

In the Lean file, `a : ℕ → ℝ` is the sequence of increments, `truncated a X` is \(D_X\) with \(l=X\) included, and `tail a X` is \(t_X\), which starts at \(l=X+1\). The full density \(D\) is `∑' l, a l`. The function `extrapolant S X` applies the two-point rule to any real sequence `S`; at \(X=0\) it simply returns \(S_1\). A hypothesis or conclusion of the form `Tendsto … atTop (𝓝 c)` is a limit as the cutoff or the angular momentum grows.

The statements read as follows.

- `summable_increments`: if \(l^2a_l\to c\), the increments are summable.
- `tendsto_mul_tail`: under the same hypothesis, \(Xt_X\to c\).
- `extrapolant_error`: under the same hypothesis, \(X\) times the extrapolant's error tends to zero.
- `extrapolant_error_of_expansion`: the same conclusion for any sequence \(S_X=D-c/X+e_X\) with \(X^2e_X\) convergent.
- `extrapolant_error_second_order`: \(X^2\) times the error tends to \(-k\) when the next term is \(k/X^2\) and \(X^3f_X\) converges.

The expansions are required only for \(X\ge1\), and \(c\) may be zero or have either sign. Physically, \(c\) is the strength of the slow decay caused by the electron–electron cusp, which products of orbitals of limited angular momentum reproduce poorly. The file assumes this decay; it does not derive it from a wavefunction or a Hamiltonian. It also contains no radial basis: each \(D_X\) is taken as an exact number, whereas errors of size \(\delta\) in two computed values can enter the extrapolant with a weight of up to \(2X+1\). All the results are limits, with no error bound at a given \(X\).

The result bears on electronic-structure calculations of the first-order energy from the two-electron Darwin term of the Breit–Pauli Hamiltonian. This energy is proportional to \(D\), and the result applies to it within a model where the angular-momentum cutoff is the only source of error.

```lean
import Mathlib

open Filter Topology

namespace CoalescenceExtrapolation

noncomputable section

/-- The coalescence density truncated at the partial wave `X`: the sum of the increments
with `l ≤ X`. -/
def truncated (a : ℕ → ℝ) (X : ℕ) : ℝ := ∑ l ∈ Finset.range (X + 1), a l

/-- The sum of the increments with `l > X`, for a summable sequence of increments. -/
def tail (a : ℕ → ℝ) (X : ℕ) : ℝ := ∑' n, a (n + (X + 1))

/-- The two-point extrapolant `(X+1) S_(X+1) - X S_X` of a sequence of truncated values. -/
def extrapolant (S : ℕ → ℝ) (X : ℕ) : ℝ := ((X : ℝ) + 1) * S (X + 1) - X * S X

private theorem tendsto_inv_cutoff : Tendsto (fun n : ℕ => (n : ℝ)⁻¹) atTop (𝓝 0) :=
  tendsto_inv_atTop_zero.comp tendsto_natCast_atTop_atTop

/-- The model increments `1/(l(l+1))` with `l > X` add up to exactly `1/(X+1)`. -/
theorem hasSum_model_tail (X : ℕ) :
    HasSum (fun n : ℕ => 1 / (((n + (X + 1) : ℕ) : ℝ) * (((n + (X + 1) : ℕ) : ℝ) + 1)))
      (1 / ((X : ℝ) + 1)) := by
  rw [hasSum_iff_tendsto_nat_of_nonneg (fun n => by positivity)]
  -- the finite sums telescope
  have hsum : ∀ N : ℕ, ∑ n ∈ Finset.range N,
      1 / (((n + (X + 1) : ℕ) : ℝ) * (((n + (X + 1) : ℕ) : ℝ) + 1))
        = 1 / ((X : ℝ) + 1) - ((N + (X + 1) : ℕ) : ℝ)⁻¹ := by
    intro N
    induction N with
    | zero => simp
    | succ N ih =>
      have hy : ((N + (X + 1) : ℕ) : ℝ) ≠ 0 := by positivity
      have hy1 : ((N + (X + 1) : ℕ) : ℝ) + 1 ≠ 0 := by positivity
      have hc : ((N + 1 + (X + 1) : ℕ) : ℝ) = ((N + (X + 1) : ℕ) : ℝ) + 1 := by
        push_cast
        ring
      have key : 1 / (((N + (X + 1) : ℕ) : ℝ) * (((N + (X + 1) : ℕ) : ℝ) + 1))
          = ((N + (X + 1) : ℕ) : ℝ)⁻¹ - (((N + (X + 1) : ℕ) : ℝ) + 1)⁻¹ := by
        rw [inv_sub_inv hy hy1, add_sub_cancel_left]
      rw [Finset.sum_range_succ, ih, hc, key]
      ring
  have h : Tendsto (fun N : ℕ => 1 / ((X : ℝ) + 1) - ((N + (X + 1) : ℕ) : ℝ)⁻¹) atTop
      (𝓝 (1 / ((X : ℝ) + 1) - 0)) :=
    tendsto_const_nhds.sub (tendsto_inv_cutoff.comp (tendsto_add_atTop_nat (X + 1)))
  rw [sub_zero] at h
  exact h.congr fun N => (hsum N).symm

/-- If `l² a_l` converges, then `l a_l` tends to zero. -/
theorem tendsto_mul_zero {a : ℕ → ℝ} {c : ℝ}
    (h : Tendsto (fun l : ℕ => (l : ℝ) ^ 2 * a l) atTop (𝓝 c)) :
    Tendsto (fun l : ℕ => (l : ℝ) * a l) atTop (𝓝 0) := by
  have h1 : Tendsto (fun l : ℕ => (l : ℝ) ^ 2 * a l * (l : ℝ)⁻¹) atTop (𝓝 (c * 0)) :=
    h.mul tendsto_inv_cutoff
  rw [mul_zero] at h1
  refine h1.congr fun l => ?_
  rcases eq_or_ne (l : ℝ) 0 with hl | hl
  · rw [hl]
    simp
  · field_simp

private theorem tendsto_weighted {a : ℕ → ℝ} {c : ℝ}
    (h : Tendsto (fun l : ℕ => (l : ℝ) ^ 2 * a l) atTop (𝓝 c)) :
    Tendsto (fun l : ℕ => (l : ℝ) * ((l : ℝ) + 1) * a l) atTop (𝓝 c) := by
  have h1 : Tendsto (fun l : ℕ => (l : ℝ) ^ 2 * a l + (l : ℝ) * a l) atTop (𝓝 (c + 0)) :=
    h.add (tendsto_mul_zero h)
  rw [add_zero] at h1
  refine h1.congr fun l => ?_
  ring

/-- Partial-wave increments for which `l² a_l` converges are summable. -/
theorem summable_increments {a : ℕ → ℝ} {c : ℝ}
    (h : Tendsto (fun l : ℕ => (l : ℝ) ^ 2 * a l) atTop (𝓝 c)) : Summable a := by
  obtain ⟨N, hN⟩ := Metric.tendsto_atTop.1 (tendsto_weighted h) 1 one_pos
  refine (summable_nat_add_iff (N + 1)).1 ?_
  refine Summable.of_norm_bounded ((hasSum_model_tail N).summable.mul_left (|c| + 1))
    fun n => ?_
  have hP : 0 < ((n + (N + 1) : ℕ) : ℝ) * (((n + (N + 1) : ℕ) : ℝ) + 1) := by positivity
  have h2 : |((n + (N + 1) : ℕ) : ℝ) * (((n + (N + 1) : ℕ) : ℝ) + 1) * a (n + (N + 1)) - c|
      < 1 := hN (n + (N + 1)) (by omega)
  have h3 := (abs_sub_abs_le_abs_sub _ _).trans h2.le
  rw [abs_mul, abs_of_pos hP] at h3
  have h4 : |a (n + (N + 1))| ≤ (|c| + 1) *
      (1 / (((n + (N + 1) : ℕ) : ℝ) * (((n + (N + 1) : ℕ) : ℝ) + 1))) := by
    rw [mul_one_div, le_div_iff₀ hP]
    linarith
  exact h4

private theorem tendsto_tail_zero (a : ℕ → ℝ) : Tendsto (fun X => tail a X) atTop (𝓝 0) :=
  (tendsto_sum_nat_add a).comp (tendsto_add_atTop_nat 1)

/-- If `l² a_l` tends to `c`, then `X` times the sum of the increments beyond `X`
tends to `c`. -/
theorem tendsto_mul_tail {a : ℕ → ℝ} {c : ℝ}
    (h : Tendsto (fun l : ℕ => (l : ℝ) ^ 2 * a l) atTop (𝓝 c)) :
    Tendsto (fun X : ℕ => (X : ℝ) * tail a X) atTop (𝓝 c) := by
  have h1 : Tendsto (fun X : ℕ => ((X : ℝ) + 1) * tail a X) atTop (𝓝 c) := by
    rw [Metric.tendsto_atTop]
    intro ε hε
    obtain ⟨N, hN⟩ := Metric.tendsto_atTop.1 (tendsto_weighted h) (ε / 2) (half_pos hε)
    refine ⟨N, fun X hX => ?_⟩
    have hA : HasSum (fun n => a (n + (X + 1))) (tail a X) :=
      ((summable_nat_add_iff (X + 1)).2 (summable_increments h)).hasSum
    -- squeeze each increment between multiples of the telescoping model
    have hb : ∀ n : ℕ,
        (c - ε / 2) * (1 / (((n + (X + 1) : ℕ) : ℝ) * (((n + (X + 1) : ℕ) : ℝ) + 1)))
          ≤ a (n + (X + 1)) ∧ a (n + (X + 1)) ≤
        (c + ε / 2) * (1 / (((n + (X + 1) : ℕ) : ℝ) * (((n + (X + 1) : ℕ) : ℝ) + 1))) := by
      intro n
      have hP : 0 < ((n + (X + 1) : ℕ) : ℝ) * (((n + (X + 1) : ℕ) : ℝ) + 1) := by positivity
      have h2 : |((n + (X + 1) : ℕ) : ℝ) * (((n + (X + 1) : ℕ) : ℝ) + 1) * a (n + (X + 1))
          - c| < ε / 2 := hN (n + (X + 1)) (by omega)
      rw [abs_lt] at h2
      rw [mul_one_div, mul_one_div, div_le_iff₀ hP, le_div_iff₀ hP]
      constructor <;> linarith [h2.1, h2.2]
    have hx : (0 : ℝ) < (X : ℝ) + 1 := by positivity
    have lower := hasSum_le (fun n => (hb n).1) ((hasSum_model_tail X).mul_left _) hA
    have upper := hasSum_le (fun n => (hb n).2) hA ((hasSum_model_tail X).mul_left _)
    rw [mul_one_div, div_le_iff₀ hx] at lower
    rw [mul_one_div, le_div_iff₀ hx] at upper
    rw [Real.dist_eq, abs_lt]
    constructor <;> linarith
  have h2 : Tendsto (fun X : ℕ => ((X : ℝ) + 1) * tail a X - tail a X) atTop (𝓝 (c - 0)) :=
    h1.sub (tendsto_tail_zero a)
  rw [sub_zero] at h2
  refine h2.congr fun X => ?_
  ring

/-- If `l² a_l` converges, the extrapolant of the truncated densities differs from the full
density by an error that tends to zero even after multiplication by `X`. -/
theorem extrapolant_error {a : ℕ → ℝ} {c : ℝ}
    (h : Tendsto (fun l : ℕ => (l : ℝ) ^ 2 * a l) atTop (𝓝 c)) :
    Tendsto (fun X : ℕ => (X : ℝ) * (extrapolant (truncated a) X - ∑' l, a l))
      atTop (𝓝 0) := by
  have hs := summable_increments h
  have h1 : Tendsto (fun Y : ℕ => tail a Y - (Y : ℝ) * tail a Y
      + ((Y : ℝ) ^ 2 * a Y - 2 * ((Y : ℝ) * a Y) + a Y)) atTop
      (𝓝 (0 - c + (c - 2 * 0 + 0))) :=
    ((tendsto_tail_zero a).sub (tendsto_mul_tail h)).add
      ((h.sub ((tendsto_mul_zero h).const_mul 2)).add hs.tendsto_atTop_zero)
  have hz : 0 - c + (c - 2 * 0 + 0) = 0 := by ring
  rw [hz] at h1
  refine (h1.comp (tendsto_add_atTop_nat 1)).congr fun X => ?_
  -- the error is `X a_(X+1)` minus the tail beyond `X+1`
  have hsplit : truncated a (X + 1) + tail a (X + 1) = ∑' l, a l :=
    hs.sum_add_tsum_nat_add (X + 1 + 1)
  have hstep : truncated a (X + 1) = truncated a X + a (X + 1) := Finset.sum_range_succ _ _
  simp only [Function.comp_apply, extrapolant]
  rw [← hsplit, hstep]
  push_cast
  ring

/-- If `S_X = D - c/X + e_X` for `X ≥ 1` and `X² e_X` converges, then `X` times the error of
the extrapolant tends to zero. -/
theorem extrapolant_error_of_expansion {S e : ℕ → ℝ} {D c k : ℝ}
    (hS : ∀ X : ℕ, 1 ≤ X → S X = D - c / X + e X)
    (he : Tendsto (fun X : ℕ => (X : ℝ) ^ 2 * e X) atTop (𝓝 k)) :
    Tendsto (fun X : ℕ => (X : ℝ) * (extrapolant S X - D)) atTop (𝓝 0) := by
  have h1 : Tendsto (fun X : ℕ => ((X + 1 : ℕ) : ℝ) ^ 2 * e (X + 1)
      - ((X + 1 : ℕ) : ℝ) * e (X + 1) - (X : ℝ) ^ 2 * e X) atTop (𝓝 (k - 0 - k)) :=
    ((he.comp (tendsto_add_atTop_nat 1)).sub
      ((tendsto_mul_zero he).comp (tendsto_add_atTop_nat 1))).sub he
  have hz : k - 0 - k = 0 := by ring
  rw [hz] at h1
  refine h1.congr' ?_
  filter_upwards [eventually_ge_atTop 1] with X hX
  have hx : (X : ℝ) ≠ 0 := by
    have : X ≠ 0 := by omega
    exact_mod_cast this
  have hx1 : (X : ℝ) + 1 ≠ 0 := by positivity
  have c0 : (X : ℝ) * (c / X) = c := by field_simp
  have c1 : ((X : ℝ) + 1) * (c / ((X : ℝ) + 1)) = c := by field_simp
  rw [extrapolant, hS (X + 1) (by omega), hS X hX]
  push_cast
  linear_combination (X : ℝ) * c1 - (X : ℝ) * c0

/-- If `S_X = D - c/X + k/X² + f_X` for `X ≥ 1` and `X³ f_X` converges, then `X²` times the
error of the extrapolant tends to `-k`. -/
theorem extrapolant_error_second_order {S f : ℕ → ℝ} {D c k m : ℝ}
    (hS : ∀ X : ℕ, 1 ≤ X → S X = D - c / X + k / (X : ℝ) ^ 2 + f X)
    (hf : Tendsto (fun X : ℕ => (X : ℝ) ^ 3 * f X) atTop (𝓝 m)) :
    Tendsto (fun X : ℕ => (X : ℝ) ^ 2 * (extrapolant S X - D)) atTop (𝓝 (-k)) := by
  have hf2 : Tendsto (fun X : ℕ => (X : ℝ) ^ 2 * f X) atTop (𝓝 0) := by
    refine (tendsto_mul_zero (a := fun X : ℕ => (X : ℝ) * f X) (c := m)
      (hf.congr fun X => ?_)).congr fun X => ?_
    · ring
    · ring
  have hs := tendsto_add_atTop_nat 1
  have h1 : Tendsto (fun X : ℕ => -k + k * ((X + 1 : ℕ) : ℝ)⁻¹
      + (((X + 1 : ℕ) : ℝ) ^ 3 * f (X + 1) - 2 * (((X + 1 : ℕ) : ℝ) ^ 2 * f (X + 1))
        + ((X + 1 : ℕ) : ℝ) * f (X + 1) - (X : ℝ) ^ 3 * f X)) atTop
      (𝓝 (-k + k * 0 + (m - 2 * 0 + 0 - m))) :=
    (tendsto_const_nhds.add ((tendsto_inv_cutoff.comp hs).const_mul k)).add
      ((((hf.comp hs).sub ((hf2.comp hs).const_mul 2)).add
        ((tendsto_mul_zero hf2).comp hs)).sub hf)
  have hz : -k + k * 0 + (m - 2 * 0 + 0 - m) = -k := by ring
  rw [hz] at h1
  refine h1.congr' ?_
  filter_upwards [eventually_ge_atTop 1] with X hX
  have hx : (X : ℝ) ≠ 0 := by
    have : X ≠ 0 := by omega
    exact_mod_cast this
  have hx1 : (X : ℝ) + 1 ≠ 0 := by positivity
  have c0 : (X : ℝ) * (c / X) = c := by field_simp
  have c1 : ((X : ℝ) + 1) * (c / ((X : ℝ) + 1)) = c := by field_simp
  -- the quadratic term survives the extrapolation with reversed sign
  have hk : (X : ℝ) ^ 2 * (((X : ℝ) + 1) * (k / ((X : ℝ) + 1) ^ 2) - X * (k / (X : ℝ) ^ 2))
      = -k + k * ((X : ℝ) + 1)⁻¹ := by
    field_simp
    ring
  rw [extrapolant, hS (X + 1) (by omega), hS X hX]
  push_cast
  linear_combination (X : ℝ) ^ 2 * c1 - (X : ℝ) ^ 2 * c0 - hk

end

end CoalescenceExtrapolation
```

```lean
#print axioms CoalescenceExtrapolation.extrapolant_error
#print axioms CoalescenceExtrapolation.extrapolant_error_of_expansion
#print axioms CoalescenceExtrapolation.extrapolant_error_second_order
```

```
'CoalescenceExtrapolation.extrapolant_error' depends on axioms: [propext, Classical.choice, Quot.sound]
'CoalescenceExtrapolation.extrapolant_error_of_expansion' depends on axioms: [propext, Classical.choice, Quot.sound]
'CoalescenceExtrapolation.extrapolant_error_second_order' depends on axioms: [propext, Classical.choice, Quot.sound]
```

`hasSum_model_tail` proves the telescoping identity by induction on the number of terms, then lets that number grow, using `tendsto_inv_cutoff` for \(1/n\to0\). Because the terms are nonnegative, the limit of the partial sums is enough to establish the infinite sum.

`tendsto_mul_zero` is the division by \(l\), with \(l=0\) treated separately, and `tendsto_weighted` adds its result to the hypothesis to obtain \(l(l+1)a_l\to c\). `summable_increments` applies this limit with tolerance \(1\) and compares a shifted sequence with the telescoping series; the finitely many omitted terms do not affect summability.

In `tendsto_mul_tail`, the statement `hb` is the two-sided bound on each increment. Two uses of `hasSum_le` sum the bounds into `lower` and `upper`, which give the limit of \((X+1)t_X\). The last lines subtract the tail itself, which vanishes by `tendsto_tail_zero`.

`extrapolant_error` first assembles, in `h1`, the limit of the combination written above in terms of \(Y\), and then substitutes \(Y=X+1\). The equality `hsplit` separates the full density into a truncated sum and a tail, while `hstep` isolates the increment \(a_{X+1}\). With these inserted, `ring` confirms that the combination is \(X\) times the error.

The two expansion theorems use the same pattern. Each builds the limit of the remainder terms first, then identifies the expression with the scaled error for \(X\ge1\), which is all a limit needs. The equalities `c0` and `c1` state that \(X\cdot c/X\) and \((X+1)\cdot c/(X+1)\) both equal \(c\), and `linear_combination` uses them to cancel the leading terms. In the second-order theorem, `hk` computes the contribution of \(k/X^2\) as \(-k+k/(X+1)\), and `hf2` supplies \(X^2f_X\to0\) for the lower-order terms produced by the shift from \(X\) to \(X+1\).
